# The secular equation of a reference state coupled equally to N degenerate double excitations

The theorem `secular_equation` concerns a real matrix model with a reference state at energy 0, a local excited state at energy `w` that is coupled to nothing, and a finite number `N` of double excitations at energy `D`, each coupled with strength `K` to the reference only. It states that every eigenvalue `x` of this matrix other than `w` and `D` satisfies `x * (x - D) = N * K ^ 2`; the eigenvector need only be nonzero, not normalised. The proof first shows that the excited state has zero amplitude in such an eigenvector and that the reference amplitude cannot vanish. It then adds up the eigenvalue equations of the doubles, combines the sum with the equation of the reference, and cancels the reference amplitude.

Lean 4 with Mathlib refuses this proof:

```lean
import Mathlib

open Matrix Filter

namespace CISDExcitationSpectators

noncomputable section

/-- The CISD Hamiltonian with `N` spectators: a reference at energy `0`, a local excited state at
`w`, and `N` spectator doubles at `D`, each coupled by `K` to the reference only. -/
def hamiltonian (N : ℕ) (w D K : ℝ) : Matrix (Fin 2 ⊕ Fin N) (Fin 2 ⊕ Fin N) ℝ :=
  Matrix.fromBlocks !![0, 0; 0, w] (Matrix.of ![fun _ => K, fun _ => 0])
    (Matrix.of fun _ => ![K, 0]) (Matrix.diagonal fun _ => D)

/-- The energies of the model: the real numbers that have a nonzero eigenvector. -/
def energies (N : ℕ) (w D K : ℝ) : Set ℝ :=
  {x | ∃ v : Fin 2 ⊕ Fin N → ℝ, v ≠ 0 ∧ hamiltonian N w D K *ᵥ v = x • v}

/-- The eigenvalue equation written out for the amplitudes of the reference, the excited state
and the spectator doubles. -/
theorem eigen_iff (N : ℕ) (w D K x : ℝ) (v : Fin 2 ⊕ Fin N → ℝ) :
    hamiltonian N w D K *ᵥ v = x • v ↔
      K * ∑ j, v (Sum.inr j) = x * v (Sum.inl 0) ∧
      w * v (Sum.inl 1) = x * v (Sum.inl 1) ∧
      ∀ j, K * v (Sum.inl 0) + D * v (Sum.inr j) = x * v (Sum.inr j) := by
  have a0 : (hamiltonian N w D K *ᵥ v) (Sum.inl 0) = K * ∑ j, v (Sum.inr j) := by
    simp [hamiltonian, Matrix.mulVec, dotProduct, Fintype.sum_sum_type, Finset.mul_sum]
  have a1 : (hamiltonian N w D K *ᵥ v) (Sum.inl 1) = w * v (Sum.inl 1) := by
    simp [hamiltonian, Matrix.mulVec, dotProduct, Fintype.sum_sum_type]
  have a2 : ∀ j, (hamiltonian N w D K *ᵥ v) (Sum.inr j) =
      K * v (Sum.inl 0) + D * v (Sum.inr j) := by
    intro j
    simp [hamiltonian, Matrix.mulVec, dotProduct, Fintype.sum_sum_type, Matrix.diagonal_apply]
  constructor
  · intro h
    exact ⟨a0.symm.trans (congrFun h _), a1.symm.trans (congrFun h _),
      fun j => (a2 j).symm.trans (congrFun h _)⟩
  · rintro ⟨h0, h1, hj⟩
    funext i
    rcases i with i | j
    · fin_cases i
      · exact a0.trans h0
      · exact a1.trans h1
    · exact (a2 j).trans (hj j)

/-- Every energy other than `w` and `D` solves the secular equation `x (x - D) = N K²`. -/
theorem secular_equation {N : ℕ} {w D K x : ℝ} (hx : x ∈ energies N w D K)
    (hw : x ≠ w) (hD : x ≠ D) : x * (x - D) = N * K ^ 2 := by
  obtain ⟨v, hv, h⟩ := hx
  obtain ⟨h0, h1, hj⟩ := (eigen_iff N w D K x v).1 h
  have v1 : v (Sum.inl 1) = 0 :=
    (mul_eq_zero.1 (show (x - w) * v (Sum.inl 1) = 0 by linear_combination -h1)).resolve_left
      (sub_ne_zero.2 hw)
  -- without a reference amplitude the whole vector would vanish
  have v0 : v (Sum.inl 0) ≠ 0 := by
    intro hz
    apply hv
    funext i
    rcases i with i | j
    · fin_cases i
      · exact hz
      · exact v1
    · have hj' := hj j
      rw [hz] at hj'
      exact (mul_eq_zero.1
        (show (x - D) * v (Sum.inr j) = 0 by linear_combination -hj')).resolve_left
        (sub_ne_zero.2 hD)
  -- add up the equations of all spectator doubles
  have hs : N * (K * v (Sum.inl 0)) + D * ∑ j, v (Sum.inr j) = x * ∑ j, v (Sum.inr j) := by
    have h2 := Finset.sum_congr (rfl : (Finset.univ : Finset (Fin N)) = Finset.univ)
      (fun j _ => hj j)
    rw [Finset.sum_add_distrib, ← Finset.mul_sum, ← Finset.mul_sum, Finset.sum_const,
      Finset.card_univ, Fintype.card_fin, nsmul_eq_mul] at h2
    exact h2
  apply mul_right_cancel₀ v0
  linear_combination (-(x - D)) * h0 - K * hs

end

end CISDExcitationSpectators
```

Lean reports:

```
Main.lean:74:4: error: Type mismatch
  h2
has type
  K * (↑N * v (Sum.inl 0)) + D * ∑ i, v (Sum.inr i) = ∑ j, x * v (Sum.inr j)
but is expected to have type
  ↑N * (K * v (Sum.inl 0)) + D * ∑ j, v (Sum.inr j) = x * ∑ j, v (Sum.inr j)
```

What went wrong. The message says that `h2`, the summed equation of the doubles, does not have the form that `hs` states. Two things differ: the first term is `K * (↑N * v (Sum.inl 0))` instead of `↑N * (K * v (Sum.inl 0))`, and on the right `x` is still inside the sum.

Both come from the order of the rewrites. After `Finset.sum_add_distrib`, the first sum has the constant summand `K * v (Sum.inl 0)`. This is also a product with a fixed left factor, so the first `← Finset.mul_sum` matches it and pulls out `K`. The second pulls out `D`, and none is left for `x`. `Finset.sum_const` then evaluates only the sum of `v (Sum.inl 0)`, which puts `↑N` inside the product with `K`.

The repair moves `Finset.sum_const` and the steps that turn its result into multiplication by `↑N` ahead of the two `← Finset.mul_sum`. The constant sum thus becomes `↑N * (K * v (Sum.inl 0))` as a whole, and the two remaining rewrites pull out `D` and `x`. Now `exact h2` fits.

After these edits no error is left:

```diff
@@ -70,6 +70,6 @@
     have h2 := Finset.sum_congr (rfl : (Finset.univ : Finset (Fin N)) = Finset.univ)
       (fun j _ => hj j)
-    rw [Finset.sum_add_distrib, ← Finset.mul_sum, ← Finset.mul_sum, Finset.sum_const,
-      Finset.card_univ, Fintype.card_fin, nsmul_eq_mul] at h2
+    rw [Finset.sum_add_distrib, Finset.sum_const, Finset.card_univ, Fintype.card_fin,
+      nsmul_eq_mul, ← Finset.mul_sum, ← Finset.mul_sum] at h2
     exact h2
   apply mul_right_cancel₀ v0
```
